# No four-qubit state vector is maximally entangled across all three balanced cuts

## Four qubits, three ways to split them in half

Put qubits 1 and 2 in a Bell state, and qubits 3 and 4 in another. An observer who holds qubits 1 and 3 sees the state $I/4$: a measurement of that pair in any orthonormal basis gives four equally likely outcomes, and the pair is maximally entangled with the rest. An observer who holds qubits 1 and 2 sees a pure state, with no entanglement across that cut.

Four qubits can be split into two pairs in three ways: $12|34$, $13|24$ and $14|23$. Two Bell pairs are maximally entangled across two of these cuts and unentangled across the third. The question is whether a better choice of state can be maximally entangled across all three. It can't. For pure states of four two-level systems, this limits how widely entanglement can be spread: no single state can serve as a maximally entangled resource for all three divisions into two pairs.

## Amplitudes and reduced matrices

A four-qubit vector is given by its amplitudes $\psi_{abcd}$, where $a,b,c,d\in\{0,1\}$ belong to qubits 1, 2, 3, 4. In Lean this is a function `ψ : FourQubit` with four arguments in `Fin 2`. Its squared norm $N=\sum|\psi_{abcd}|^2$ is `weight ψ`.

The reduced matrix of qubits 1 and 2 is
$$\rho_{12}(ab,a'b')=\sum_{c,d}\psi_{abcd}\,\overline{\psi_{a'b'cd}} ,$$
which is `pairState ψ`, also named `rho12 ψ`. The other five pairs are obtained by reordering the arguments of $\psi$ so that the pair to be kept comes first. `leftState` and `rightState` trace out one more qubit. For a reduced matrix $\rho_S$, write $P_S=\operatorname{tr}\rho_S^2$; this is `purity`, defined as a real part because Lean's trace is a complex number. No vector is normalised in advance, so $\operatorname{tr}\rho_S=N$.

The theorem `no_absolutely_maximally_entangled` says that for every `ψ` the six equations `rho12 ψ = mixed`, …, `rho34 ψ = mixed` are not all true, where `mixed` is $I/4$. It doesn't assume a unit vector, since the trace of any one of the equations gives $N=1$.

The statement concerns pure states only. The mixed state $I/16$ of four qubits has all six reduced matrices equal to $I/4$. Other numbers of qubits and systems with more than two levels are not covered.

## The spin-flip overlap fixes a combination of purities

Let $\epsilon_{01}=1$, $\epsilon_{10}=-1$, $\epsilon_{00}=\epsilon_{11}=0$, and define
$$B_{aa'}=\sum \epsilon_{bb'}\epsilon_{cc'}\epsilon_{dd'}\,\psi_{abcd}\,\psi_{a'b'c'd'} ,$$
summed over all indices except $a,a'$. Exchanging the two factors $\psi$ changes the sign of all three $\epsilon$, so $B_{a'a}=-B_{aa'}$. Hence $B_{00}=B_{11}=0$ and $B_{10}=-B_{01}$.

The spin-flip overlap is $H=\psi^{T}(\sigma_y\otimes\sigma_y\otimes\sigma_y\otimes\sigma_y)\psi$. Since $\sigma_y=-i\epsilon$ and $(-i)^4=1$,
$$H=B_{01}-B_{10}=2B_{01},\qquad |H|^2=4|B_{01}|^2=2\sum_{a,a'}|B_{aa'}|^2 .$$

In $|B_{aa'}|^2$ each of the qubits 2, 3, 4 contributes a product of two antisymmetric symbols,
$$\epsilon_{bb'}\epsilon_{\beta\beta'}=\delta_{b\beta}\delta_{b'\beta'}-\delta_{b\beta'}\delta_{b'\beta},$$
where $\beta,\beta'$ are the indices in the conjugated factors. The first term matches the indices directly, and the second matches them crosswise with a minus sign. Three qubits give eight terms. After summing over $a,a'$ they are:

- No qubit crossed: $N^2$.
- Only qubit $j$ crossed: $-P_j$, for $j=2,3,4$.
- Every qubit crossed except $j$: $+P_{1j}$. For $j=2$ the term is
$$\sum\psi_{abcd}\overline{\psi_{a'b'cd}}\;\psi_{a'b'c'd'}\overline{\psi_{abc'd'}}=\operatorname{tr}\rho_{12}^2 .$$
- All three crossed: $-P_1$.

Therefore
$$|H|^2=2\,(N^2+P_{12}+P_{13}+P_{14}-P_1-P_2-P_3-P_4).$$

## Single qubits force the pair purities up

For a Hermitian $2\times2$ matrix $\sigma$,
$$2\operatorname{tr}\sigma^2-(\operatorname{tr}\sigma)^2=(\sigma_{00}-\sigma_{11})^2+4|\sigma_{01}|^2\ge0 .$$
Applied to a one-qubit reduced matrix, whose trace is $N$, this gives $P_j\ge N^2/2$. The four single-qubit purities therefore add up to at least $2N^2$, and $|H|^2\ge0$ yields
$$P_{12}+P_{13}+P_{14}\ \ge\ P_1+P_2+P_3+P_4-N^2\ \ge\ N^2 .$$

If $\rho_{12}=\rho_{13}=\rho_{14}=I/4$, then $N=1$ and each pair purity is $4\cdot\tfrac1{16}=\tfrac14$. The left side is $\tfrac34$ and the right side is 1, a contradiction.

## A cluster state satisfies two of the three conditions

The argument uses only the three pairs that contain qubit 1. If the condition on the pair 12 is removed from these three, the conclusion fails. The cluster state
$$\tfrac12\big(|0000\rangle+|0011\rangle+|1100\rangle-|1111\rangle\big)$$
has $\rho_{13}=\rho_{14}=I/4$, while $\rho_{12}=\tfrac12(|00\rangle\langle00|+|11\rangle\langle11|)$ has purity $\tfrac12$. The purities add up to exactly 1, so the lower bound is attained.

The same inequality also gives a quantitative result. For a unit vector the three purities have an average of at least $\tfrac13$, so at least one balanced cut has purity $\tfrac13$ or more, compared with $\tfrac14$ for maximal entanglement.

## The complete Lean file

```lean
import Mathlib

open Matrix ComplexConjugate

namespace FourQubitMaximalEntanglement

noncomputable section

/-- The amplitudes of a four-qubit vector in the computational basis. -/
abbrev FourQubit := Fin 2 → Fin 2 → Fin 2 → Fin 2 → ℂ

/-- The squared norm of a four-qubit vector. -/
def weight (ψ : FourQubit) : ℝ := ∑ a, ∑ b, ∑ c, ∑ d, Complex.normSq (ψ a b c d)

/-- The reduced matrix of the first two arguments: the last two are traced out. -/
def pairState (ψ : FourQubit) : Matrix (Fin 2 × Fin 2) (Fin 2 × Fin 2) ℂ :=
  fun p q => ∑ c, ∑ d, ψ p.1 p.2 c d * conj (ψ q.1 q.2 c d)

/-- The reduced matrix of qubits 1 and 2. -/
def rho12 (ψ : FourQubit) := pairState ψ

/-- The reduced matrix of qubits 1 and 3. -/
def rho13 (ψ : FourQubit) := pairState fun a c b d => ψ a b c d

/-- The reduced matrix of qubits 1 and 4. -/
def rho14 (ψ : FourQubit) := pairState fun a d b c => ψ a b c d

/-- The reduced matrix of qubits 2 and 3. -/
def rho23 (ψ : FourQubit) := pairState fun b c a d => ψ a b c d

/-- The reduced matrix of qubits 2 and 4. -/
def rho24 (ψ : FourQubit) := pairState fun b d a c => ψ a b c d

/-- The reduced matrix of qubits 3 and 4. -/
def rho34 (ψ : FourQubit) := pairState fun c d a b => ψ a b c d

/-- The maximally mixed state I/4 of two qubits. -/
def mixed : Matrix (Fin 2 × Fin 2) (Fin 2 × Fin 2) ℂ := (1 / 4 : ℂ) • 1

/-- The state of the first qubit of a pair. -/
def leftState (ρ : Matrix (Fin 2 × Fin 2) (Fin 2 × Fin 2) ℂ) : Matrix (Fin 2) (Fin 2) ℂ :=
  fun a a' => ∑ b, ρ (a, b) (a', b)

/-- The state of the second qubit of a pair. -/
def rightState (ρ : Matrix (Fin 2 × Fin 2) (Fin 2 × Fin 2) ℂ) : Matrix (Fin 2) (Fin 2) ℂ :=
  fun b b' => ∑ a, ρ (a, b) (a, b')

/-- The purity, the real part of tr ρ². -/
def purity {n : Type*} [Fintype n] (ρ : Matrix n n ℂ) : ℝ := (ρ * ρ).trace.re

/-- The spin-flip form on qubits 2, 3, 4 between the blocks of ψ with qubit 1 in a and in a'. -/
def flipBlock (ψ : FourQubit) (a a' : Fin 2) : ℂ :=
  ∑ b : Fin 2, ∑ c : Fin 2, ∑ d : Fin 2, (-1) ^ ((b : ℕ) + (c : ℕ) + (d : ℕ)) *
    (ψ a b c d * ψ a' (1 - b) (1 - c) (1 - d))

/-- The spin-flip overlap of ψ, with σy acting on all four qubits. -/
def flipOverlap (ψ : FourQubit) : ℂ := ∑ a : Fin 2, (-1) ^ (a : ℕ) * flipBlock ψ a (1 - a)

/-- The trace of a two-qubit reduced matrix is the squared norm of the vector. -/
theorem trace_pairState (ψ : FourQubit) : (pairState ψ).trace = (weight ψ : ℂ) := by
  simp only [pairState, weight, Matrix.trace, Matrix.diag_apply, Fintype.sum_prod_type,
    Complex.mul_conj, Complex.ofReal_sum]

set_option maxHeartbeats 400000 in
/-- The squared modulus of a spin-flip block, written in entries of the reduced matrices
of the pairs 12, 13 and 14. -/
theorem flipBlock_mul_conj (ψ : FourQubit) (a a' : Fin 2) :
    flipBlock ψ a a' * conj (flipBlock ψ a a') =
      (∑ b, rho12 ψ (a, b) (a, b)) * (∑ b, rho12 ψ (a', b) (a', b))
      - (∑ b, rho12 ψ (a, b) (a', b)) * (∑ b, rho12 ψ (a', b) (a, b))
      + (∑ b, ∑ b', (rho12 ψ (a, b) (a', b') * rho12 ψ (a', b') (a, b)
          - rho12 ψ (a, b) (a, b') * rho12 ψ (a', b') (a', b)))
      + (∑ b, ∑ b', (rho13 ψ (a, b) (a', b') * rho13 ψ (a', b') (a, b)
          - rho13 ψ (a, b) (a, b') * rho13 ψ (a', b') (a', b)))
      + (∑ b, ∑ b', (rho14 ψ (a, b) (a', b') * rho14 ψ (a', b') (a, b)
          - rho14 ψ (a, b) (a, b') * rho14 ψ (a', b') (a', b))) := by
  simp only [flipBlock, rho12, rho13, rho14, pairState, Fin.sum_univ_two, Fin.val_zero,
    Fin.val_one, sub_zero, sub_self, map_add, map_mul, map_pow, map_neg, map_one]
  ring

set_option maxHeartbeats 400000 in
/-- The squared modulus of the spin-flip overlap is fixed by the norm, the purities of the
pairs 12, 13, 14 and the purities of the four single qubits. -/
theorem normSq_flipOverlap (ψ : FourQubit) :
    Complex.normSq (flipOverlap ψ) = 2 * (weight ψ ^ 2
      + purity (rho12 ψ) + purity (rho13 ψ) + purity (rho14 ψ)
      - purity (leftState (rho12 ψ)) - purity (rightState (rho12 ψ))
      - purity (rightState (rho13 ψ)) - purity (rightState (rho14 ψ))) := by
  -- the form on three qubits is antisymmetric
  have k0 : ∀ a, flipBlock ψ a a = 0 := by
    intro a
    simp only [flipBlock, Fin.sum_univ_two, Fin.val_zero, Fin.val_one, sub_zero, sub_self]
    ring
  have k1 : flipBlock ψ 1 0 = -flipBlock ψ 0 1 := by
    simp only [flipBlock, Fin.sum_univ_two, Fin.val_zero, Fin.val_one, sub_zero, sub_self]
    ring
  have k : flipOverlap ψ = flipBlock ψ 0 1 + flipBlock ψ 0 1 := by
    simp only [flipOverlap, Fin.sum_univ_two, Fin.val_zero, Fin.val_one, sub_zero, sub_self, k1]
    ring
  -- add the four blocks
  have key : flipOverlap ψ * conj (flipOverlap ψ) = 2 * ((rho12 ψ).trace ^ 2
      + (rho12 ψ * rho12 ψ).trace + (rho13 ψ * rho13 ψ).trace + (rho14 ψ * rho14 ψ).trace
      - (leftState (rho12 ψ) * leftState (rho12 ψ)).trace
      - (rightState (rho12 ψ) * rightState (rho12 ψ)).trace
      - (rightState (rho13 ψ) * rightState (rho13 ψ)).trace
      - (rightState (rho14 ψ) * rightState (rho14 ψ)).trace) := by
    have e00 := flipBlock_mul_conj ψ 0 0
    have e01 := flipBlock_mul_conj ψ 0 1
    have e10 := flipBlock_mul_conj ψ 1 0
    have e11 := flipBlock_mul_conj ψ 1 1
    rw [k0] at e00 e11
    rw [k1] at e10
    rw [k]
    simp only [Fin.sum_univ_two, map_neg, map_zero] at e00 e01 e10 e11
    simp only [Matrix.trace, Matrix.diag_apply, Matrix.mul_apply, Fintype.sum_prod_type,
      Fin.sum_univ_two, leftState, rightState, map_add]
    linear_combination 2 * (e00 + e01 + e10 + e11)
  have ht : (rho12 ψ).trace = (weight ψ : ℂ) := trace_pairState ψ
  rw [ht, Complex.mul_conj, ← Complex.ofReal_pow] at key
  have h := congrArg Complex.re key
  simp only [Complex.mul_re, Complex.add_re, Complex.sub_re, Complex.ofReal_re,
    Complex.re_ofNat, Complex.im_ofNat, zero_mul, sub_zero] at h
  simpa only [purity] using h

/-- A Hermitian matrix of one qubit obeys (tr σ)² ≤ 2 tr σ². -/
theorem sq_trace_le (σ : Matrix (Fin 2) (Fin 2) ℂ) (h : σ.IsHermitian) :
    σ.trace.re ^ 2 ≤ 2 * purity σ := by
  have hd : ∀ i, (σ i i).im = 0 := by
    intro i
    have := congrArg Complex.im (h.apply i i)
    simp only [Complex.star_def, Complex.conj_im] at this
    linarith
  have hr : (σ 1 0).re = (σ 0 1).re := by
    have := congrArg Complex.re (h.apply 0 1)
    simpa only [Complex.star_def, Complex.conj_re] using this
  have hi : (σ 1 0).im = -(σ 0 1).im := by
    have := congrArg Complex.im (h.apply 0 1)
    simp only [Complex.star_def, Complex.conj_im] at this
    linarith
  simp only [purity, Matrix.trace, Matrix.diag_apply, Matrix.mul_apply, Fin.sum_univ_two,
    Complex.add_re, Complex.mul_re, hd, hr, hi]
  nlinarith [sq_nonneg ((σ 0 0).re - (σ 1 1).re), sq_nonneg (σ 0 1).re, sq_nonneg (σ 0 1).im]

/-- Each qubit of a pair has purity at least half the squared weight of the vector. -/
theorem qubit_purity_ge (φ : FourQubit) :
    weight φ ^ 2 ≤ 2 * purity (leftState (pairState φ)) ∧
      weight φ ^ 2 ≤ 2 * purity (rightState (pairState φ)) := by
  have hh : (pairState φ).IsHermitian := Matrix.IsHermitian.ext fun p q => by
    simp [pairState, mul_comm]
  have ht := trace_pairState φ
  constructor
  · have h := sq_trace_le (leftState (pairState φ)) (Matrix.IsHermitian.ext fun a a' => by
      simp only [leftState, star_sum, hh.apply])
    have e : (leftState (pairState φ)).trace = (weight φ : ℂ) := by
      rw [← ht]
      simp only [leftState, Matrix.trace, Matrix.diag_apply, Fintype.sum_prod_type]
    rwa [e, Complex.ofReal_re] at h
  · have h := sq_trace_le (rightState (pairState φ)) (Matrix.IsHermitian.ext fun a a' => by
      simp only [rightState, star_sum, hh.apply])
    have e : (rightState (pairState φ)).trace = (weight φ : ℂ) := by
      rw [← ht]
      simp only [rightState, Matrix.trace, Matrix.diag_apply, Fintype.sum_prod_type]
      exact Finset.sum_comm
    rwa [e, Complex.ofReal_re] at h

/-- The purities of the pairs 12, 13 and 14 add up to at least the squared weight of the vector. -/
theorem purity_sum_ge (ψ : FourQubit) :
    weight ψ ^ 2 ≤ purity (rho12 ψ) + purity (rho13 ψ) + purity (rho14 ψ) := by
  have w3 : weight (fun a c b d => ψ a b c d) = weight ψ := by
    simp only [weight, Fin.sum_univ_two]
    ring
  have w4 : weight (fun a d b c => ψ a b c d) = weight ψ := by
    simp only [weight, Fin.sum_univ_two]
    ring
  have h2 := qubit_purity_ge ψ
  have h3 := (qubit_purity_ge fun a c b d => ψ a b c d).2
  have h4 := (qubit_purity_ge fun a d b c => ψ a b c d).2
  rw [w3] at h3
  rw [w4] at h4
  have h := normSq_flipOverlap ψ
  have h0 := Complex.normSq_nonneg (flipOverlap ψ)
  simp only [rho12, rho13, rho14] at h ⊢
  linarith [h2.1, h2.2]

/-- No four-qubit vector has all six of its two-qubit reduced matrices equal to I/4. -/
theorem no_absolutely_maximally_entangled (ψ : FourQubit) :
    ¬ (rho12 ψ = mixed ∧ rho13 ψ = mixed ∧ rho14 ψ = mixed ∧
      rho23 ψ = mixed ∧ rho24 ψ = mixed ∧ rho34 ψ = mixed) := by
  rintro ⟨h2, h3, h4, -⟩
  have hp : purity mixed = 1 / 4 := by
    have e : (mixed * mixed).trace = ((1 / 4 : ℝ) : ℂ) := by
      simp only [mixed, smul_mul_assoc, one_mul, Matrix.trace_smul, Matrix.trace_one,
        Fintype.card_prod, Fintype.card_fin, smul_eq_mul]
      push_cast
      norm_num
    rw [purity, e, Complex.ofReal_re]
  -- the trace of I/4 fixes the normalisation
  have hw : weight ψ = 1 := by
    have ht : (rho12 ψ).trace = (weight ψ : ℂ) := trace_pairState ψ
    have e : mixed.trace = 1 := by
      simp only [mixed, Matrix.trace_smul, Matrix.trace_one, Fintype.card_prod,
        Fintype.card_fin, smul_eq_mul]
      push_cast
      norm_num
    rw [h2, e] at ht
    exact_mod_cast ht.symm
  have h := purity_sum_ge ψ
  rw [h2, h3, h4, hp, hw] at h
  norm_num at h

/-- The cluster state (|0000⟩ + |0011⟩ + |1100⟩ - |1111⟩)/2. -/
def cluster : FourQubit := fun a b c d =>
  if a = b ∧ c = d then (if a = 1 ∧ c = 1 then -(1 / 2) else 1 / 2) else 0

/-- The cluster state is a unit vector with reduced matrix I/4 on the pairs 13 and 14 and purity 1/2
on the pair 12. -/
theorem cluster_sharp : weight cluster = 1 ∧ rho13 cluster = mixed ∧
    rho14 cluster = mixed ∧ purity (rho12 cluster) = 1 / 2 := by
  have c2 : (starRingEnd ℂ) 2 = 2 := map_ofNat (starRingEnd ℂ) 2
  refine ⟨?_, ?_, ?_, ?_⟩
  · simp [weight, cluster, Fin.sum_univ_two]
    norm_num
  · ext ⟨a, c⟩ ⟨a', c'⟩
    fin_cases a <;> fin_cases c <;> fin_cases a' <;> fin_cases c' <;>
      simp [rho13, pairState, cluster, mixed, Fin.sum_univ_two, c2] <;> norm_num
  · ext ⟨a, c⟩ ⟨a', c'⟩
    fin_cases a <;> fin_cases c <;> fin_cases a' <;> fin_cases c' <;>
      simp [rho14, pairState, cluster, mixed, Fin.sum_univ_two, c2] <;> norm_num
  · have e : (rho12 cluster * rho12 cluster).trace = ((1 / 2 : ℝ) : ℂ) := by
      simp [Matrix.trace, Matrix.mul_apply, Fintype.sum_prod_type, Fin.sum_univ_two,
        rho12, pairState, cluster, c2]
      norm_num
    rw [purity, e, Complex.ofReal_re]

end

end FourQubitMaximalEntanglement
```

```lean
#print axioms FourQubitMaximalEntanglement.no_absolutely_maximally_entangled
#print axioms FourQubitMaximalEntanglement.cluster_sharp
```

```
'FourQubitMaximalEntanglement.no_absolutely_maximally_entangled' depends on axioms: [propext, Classical.choice, Quot.sound]
'FourQubitMaximalEntanglement.cluster_sharp' depends on axioms: [propext, Classical.choice, Quot.sound]
```

## How the Lean proof follows the derivation

**The expansion.** `flipBlock ψ a a'` is $B_{aa'}$ with the $\epsilon$ symbols already evaluated: `1 - b` is the flipped bit, and the power of $-1$ carries the sign. The lemma `flipBlock_mul_conj` is the eight-term expansion for fixed $a$ and $a'$, before the sum over them. Lean doesn't use the identity for products of $\epsilon$. It writes out all the finite sums, and `ring` checks that the two sides agree as polynomials in the amplitudes and their conjugates. Treating one block at a time keeps these polynomials smaller.

**The purity identity.** In `normSq_flipOverlap`, the facts `k0` and `k1` are the antisymmetry of $B$, and `k` is $H=2B_{01}$, written as a sum of two equal terms. The step `linear_combination 2 * (e00 + e01 + e10 + e11)` is the formula $|H|^2=2\sum|B_{aa'}|^2$ with the expansion inserted for each block. The remaining lines replace the trace of $\rho_{12}$ by $N$, using `trace_pairState`, and take real parts. Qubit 1 appears as the left state of the pair 12, and qubits 2, 3 and 4 as the right states of the pairs 12, 13 and 14.

**The one-qubit bound.** `sq_trace_le` first extracts from Hermiticity that the diagonal is real and that the off-diagonal entries are conjugate. It then gives `nlinarith` the squares that appear in the derivation. `qubit_purity_ge` applies this to both qubits of a pair, after checking that the partial trace of a Hermitian matrix is Hermitian and has trace $N$.

**The inequality and the contradiction.** `purity_sum_ge` needs the one-qubit bound for reordered vectors too, and `w3` and `w4` record that reordering leaves the norm unchanged. With $|H|^2\ge0$ added, `linarith` combines the inequalities. In the main theorem, the pattern `⟨h2, h3, h4, -⟩` keeps the equations for 12, 13 and 14 and discards the other three. `hp` computes the purity $\tfrac14$, `hw` derives $N=1$, and `norm_num` refutes $1\le\tfrac34$.

**The cluster state.** `cluster_sharp` verifies the norm, the two reduced matrices equal to $I/4$, and the purity $\tfrac12$ of the pair 12. The matrix equations are checked entry by entry, with `fin_cases` running through the values of the four indices.
